# With equal nonzero end couplings, the HOMO–LUMO element between Hückel chains of 2m and 2n sites is nonzero exactly when m+n is odd

**Q:** When I estimate how two polyenes attract each other as they close a ring, I take the HOMO of one and the LUMO of the other, compute their matrix element $W$, and put $|W|^2$ over the energy gap. Before computing anything, I discard the pairs with $W=0$ by counting electrons. What supports that step?

**A:** In a non-interacting model with uniform chains, coupled equally strongly at both pairs of ends, a parity argument. Take $N$ sites, hopping $-1$, and amplitudes $\psi_1,\dots,\psi_N$, with $\psi_0=\psi_{N+1}=0$ just outside. Then
$$E\psi_j=-(\psi_{j-1}+\psi_{j+1}).$$
Put $\theta_k=k\pi/(N+1)$ for $k=1,\dots,N$. Since $\sin((j-1)\theta_k)+\sin((j+1)\theta_k)=2\cos\theta_k\sin(j\theta_k)$ and $\sin((N+1)\theta_k)=\sin k\pi=0$, the wave $\psi_j=\sin(j\theta_k)$ is a solution with $E_k=-2\cos\theta_k$. The cosine falls strictly on $(0,\pi)$, so these are $N$ distinct levels in ascending order, and an $N\times N$ matrix has no more. On $2m$ sites, $2m$ electrons fill $m$ levels: the HOMO is level $m$, the LUMO level $m+1$.

**Q:** And the ends?

**A:** The recurrence, started from $\psi_0=0$, gives $\psi_j=\psi_1\sin(j\theta_k)/\sin\theta_k$. A nonzero orbital therefore has $\psi_1\neq0$, and because $N\theta_k=k\pi-\theta_k$,
$$\psi_N=\psi_1\frac{\sin(k\pi-\theta_k)}{\sin\theta_k}=(-1)^{k+1}\psi_1.$$
Let $u$ be the HOMO of the first chain ($k=m$) and $v$ the LUMO of the second ($k=n+1$). With coupling $g$ between first sites and $h$ between last sites,
$$W=g\,u_1v_1+h\,u_{2m}v_{2n}=u_1v_1\left[g-(-1)^{m+n}h\right].$$
For $h=g\neq0$ the bracket is $2g$ if $m+n$ is odd and $0$ if it is even. For $h=-g$ the two cases trade places. The chains hold $2(m+n)$ electrons in all, so $m+n$ is odd when that total has the form $4q+2$ and even when it has the form $4q$, with $q$ an integer.

**Q:** Where would I go wrong?

**A:** By using $k=n$ for the second chain. That is the HOMO–HOMO element, and its parity rule is the reverse.

**Q:** Show me numbers.

**A:** For butadiene and ethylene, $m=2$ and $n=1$. The normalised butadiene HOMO is $(0.602,0.372,-0.372,-0.602)$ and the ethylene LUMO is $(0.707,-0.707)$, so $W\approx0.851\,g$. For two ethylenes, the HOMO $(0.707,0.707)$ gives $W=g(\tfrac12-\tfrac12)=0$.

**Q:** Now the formal version. What is the chain there?

**A:** `pathH` is the Hückel matrix with site energy zero and energies in units of the hopping strength. Lean numbers sites from 0, so my site $j$ is index $j-1$; levels still start at 1.

```lean
import Mathlib

open Matrix

namespace CycloadditionRule

noncomputable section

/-- Hamiltonian of an open chain of `N` sites with hopping `-1` between neighbours. -/
def pathH (N : ℕ) : Matrix (Fin N) (Fin N) ℝ :=
  Matrix.of fun i j => if (i : ℕ) + 1 = j ∨ (j : ℕ) + 1 = i then -1 else 0

/-- Phase advance per site, `k π / (N + 1)`, of the `k`-th standing wave. -/
def angle (N k : ℕ) : ℝ := k * Real.pi / (N + 1)

/-- The energy `-2 cos (k π / (N + 1))`. -/
def level (N k : ℕ) : ℝ := -2 * Real.cos (angle N k)

/-- The standing wave with amplitude `sin (j k π / (N + 1))` on site `j = 1, ..., N`. -/
def orbital (N k : ℕ) : Fin N → ℝ :=
  fun i => Real.sin ((((i : ℕ) + 1 : ℕ) : ℝ) * angle N k)
```

**Q:** `orbital` isn't normalised.

**A:** The factor would be $\sqrt{2/(N+1)}$. The rule doesn't need it: `IsOrbital` admits any nonzero real eigenvector at the given energy, whatever its scale or sign.

```lean
/-- `v` is a nonzero eigenvector of the chain with the energy `level N k`. -/
def IsOrbital (N k : ℕ) (v : Fin N → ℝ) : Prop :=
  v ≠ 0 ∧ pathH N *ᵥ v = level N k • v

/-- HOMO of the chain of `2m` sites with `2m` electrons: an orbital of the `m`-th level. -/
def IsHOMO (m : ℕ) (v : Fin (2 * m) → ℝ) : Prop := IsOrbital (2 * m) m v

/-- LUMO of the chain of `2m` sites with `2m` electrons: an orbital of level `m + 1`. -/
def IsLUMO (m : ℕ) (v : Fin (2 * m) → ℝ) : Prop := IsOrbital (2 * m) (m + 1) v
```

**Q:** So "HOMO" is just a label for level $m$? I see no electrons.

**A:** The filling enters through that definition. Three theorems below justify the index: every level has an orbital, the levels are strictly ordered, and there are no others.

```lean
/-- Coupling of two chains: `g` between their first sites and `h` between their last sites. -/
def coupling (N M : ℕ) (g h : ℝ) : Matrix (Fin N) (Fin M) ℝ :=
  Matrix.of fun i j => (if (i : ℕ) = 0 ∧ (j : ℕ) = 0 then g else 0) +
    (if (i : ℕ) + 1 = N ∧ (j : ℕ) + 1 = M then h else 0)
```

**Q:** What do $g$ and $h$ stand for?

**A:** They are the resonance integrals between facing p orbitals where the new bonds form. Equal values describe a symmetric suprafacial approach; a reversed sign describes one component reacting on opposite faces. The main theorem then reads `u ⬝ᵥ (coupling (2 * m) (2 * n) g g *ᵥ v) ≠ 0 ↔ Odd (m + n)`, for every HOMO `u`, every LUMO `v`, $m,n\geq1$ and $g\neq0$.

**Q:** That isn't the Woodward–Hoffmann rule for reactions.

**A:** No. It decides whether one matrix element vanishes, and says nothing about barriers, electron repulsion, bond alternation or geometry. Equal couplings matter too: if $m+n$ is even and $g\neq h$, the element is nonzero.

**Q:** Take me through the proof.

**A:** First comes the recurrence. The row sum is split into right and left neighbours, and the zeros outside handle the ends.

```lean
/-- On amplitudes that vanish just outside both ends, the chain Hamiltonian gives minus the
sum of the two neighbouring amplitudes. -/
theorem path_mulVec (N : ℕ) (ψ : ℕ → ℝ) (h0 : ψ 0 = 0) (hN : ψ (N + 1) = 0) (i : Fin N) :
    (pathH N *ᵥ fun j : Fin N => ψ ((j : ℕ) + 1)) i = -(ψ i + ψ ((i : ℕ) + 2)) := by
  have key : (pathH N *ᵥ fun j : Fin N => ψ ((j : ℕ) + 1)) i =
      ∑ j ∈ Finset.range N, ((if j = (i : ℕ) + 1 then -ψ ((i : ℕ) + 2) else 0) +
        (if j + 1 = (i : ℕ) then -ψ i else 0)) := by
    rw [← Fin.sum_univ_eq_sum_range (fun j => (if j = (i : ℕ) + 1 then -ψ ((i : ℕ) + 2) else 0) +
        (if j + 1 = (i : ℕ) then -ψ i else 0))]
    change ∑ j : Fin N, pathH N i j * ψ ((j : ℕ) + 1) = _
    refine Finset.sum_congr rfl fun j _ => ?_
    simp only [pathH, Matrix.of_apply]
    by_cases h1 : (j : ℕ) = (i : ℕ) + 1
    · have h2 : ¬ (j : ℕ) + 1 = i := by omega
      have h3 : ψ ((j : ℕ) + 1) = ψ ((i : ℕ) + 2) := by rw [h1]
      rw [if_pos (Or.inl h1.symm), if_pos h1, if_neg h2, h3]
      ring
    · by_cases h2 : (j : ℕ) + 1 = i
      · rw [if_pos (Or.inr h2), if_neg h1, if_pos h2, h2]
        ring
      · rw [if_neg (by omega), if_neg h1, if_neg h2]
        ring
  have hA : (if (i : ℕ) + 1 ∈ Finset.range N then -ψ ((i : ℕ) + 2) else 0)
      = -ψ ((i : ℕ) + 2) := by
    split_ifs with h
    · rfl
    · have h' : (i : ℕ) + 2 = N + 1 := by
        have := i.isLt
        rw [Finset.mem_range] at h
        omega
      rw [h', hN, neg_zero]
  have hB : ∀ p, p < N →
      ∑ j ∈ Finset.range N, (if j + 1 = p then -ψ p else 0) = -ψ p := by
    intro p hp
    cases p with
    | zero => simp [h0]
    | succ q =>
      rw [Finset.sum_eq_single q]
      · simp
      · intro b _ hb
        rw [if_neg (by omega)]
      · intro hq
        exact absurd (Finset.mem_range.2 (by omega)) hq
  rw [key, Finset.sum_add_distrib, Finset.sum_ite_eq', hA, hB i i.isLt]
  ring
```

Next, $\sin\theta_k>0$, and the addition formulas verify the standing waves.

```lean
/-- For `1 ≤ k ≤ N` the phase advance per site is below `π` and has a positive sine. -/
theorem angle_bounds {N k : ℕ} (h1 : 1 ≤ k) (hk : k ≤ N) :
    angle N k < Real.pi ∧ 0 < Real.sin (angle N k) := by
  have hk' : (k : ℝ) < N + 1 := by exact_mod_cast Nat.lt_succ_of_le hk
  have hk0 : (0 : ℝ) < k := by exact_mod_cast h1
  have hpi := Real.pi_pos
  have hlt : angle N k < Real.pi := by
    unfold angle
    rw [div_lt_iff₀ (by positivity)]
    nlinarith [mul_lt_mul_of_pos_right hk' hpi]
  have hpos : 0 < angle N k := by
    unfold angle
    positivity
  exact ⟨hlt, Real.sin_pos_of_pos_of_lt_pi hpos hlt⟩

/-- For `1 ≤ k ≤ N` the `k`-th standing wave is an orbital with energy `level N k`. -/
theorem orbital_isOrbital {N k : ℕ} (h1 : 1 ≤ k) (hk : k ≤ N) :
    IsOrbital N k (orbital N k) := by
  refine ⟨fun hz => ?_, ?_⟩
  · have h : Real.sin (((0 + 1 : ℕ) : ℝ) * angle N k) = 0 := congrFun hz ⟨0, by omega⟩
    rw [zero_add, Nat.cast_one, one_mul] at h
    linarith [(angle_bounds h1 hk).2]
  · ext i
    have hN : Real.sin (((N + 1 : ℕ) : ℝ) * angle N k) = 0 := by
      have e : ((N + 1 : ℕ) : ℝ) * angle N k = k * Real.pi := by
        unfold angle
        push_cast
        field_simp
      rw [e, Real.sin_nat_mul_pi]
    refine (path_mulVec N (fun j => Real.sin ((j : ℝ) * angle N k)) (by simp) hN i).trans ?_
    simp only [Pi.smul_apply, smul_eq_mul, orbital, level]
    push_cast
    rw [show ((i : ℕ) + 2 : ℝ) * angle N k = ((i : ℕ) + 1) * angle N k + angle N k by ring,
      show ((i : ℕ) : ℝ) * angle N k = ((i : ℕ) + 1) * angle N k - angle N k by ring,
      Real.sin_add, Real.sin_sub]
    ring
```

The ordering follows from the monotone cosine. A further eigenvalue would give $N+1$ independent eigenvectors in dimension $N$.

```lean
/-- The energies `level N k` increase strictly with `k` up to `k = N`. -/
theorem level_lt {N j k : ℕ} (hjk : j < k) (hk : k ≤ N) : level N j < level N k := by
  have h : (j : ℝ) < k := by exact_mod_cast hjk
  have hpi := Real.pi_pos
  have hlt : angle N j < angle N k := by
    unfold angle
    exact div_lt_div_of_pos_right (mul_lt_mul_of_pos_right h hpi) (by positivity)
  have h0 : 0 ≤ angle N j := by
    unfold angle
    positivity
  have := Real.cos_lt_cos_of_nonneg_of_le_pi h0 (angle_bounds (by omega) hk).1.le hlt
  unfold level
  linarith

/-- Every eigenvalue of the chain is one of the energies `level N k` with `1 ≤ k ≤ N`. -/
theorem eigenvalue_is_level {N : ℕ} {E : ℝ} {v : Fin N → ℝ} (hv : v ≠ 0)
    (hE : pathH N *ᵥ v = E • v) : ∃ k, 1 ≤ k ∧ k ≤ N ∧ E = level N k := by
  by_contra hcon
  have hne : ∀ i : Fin N, E ≠ level N ((i : ℕ) + 1) :=
    fun i h => hcon ⟨(i : ℕ) + 1, by omega, i.isLt, h⟩
  -- a further eigenvalue would give N + 1 independent vectors in dimension N
  let μ : Option (Fin N) → ℝ := fun o => o.elim E fun i => level N ((i : ℕ) + 1)
  let w : Option (Fin N) → (Fin N → ℝ) := fun o => o.elim v fun i => orbital N ((i : ℕ) + 1)
  have hμ : Function.Injective μ := by
    intro x y hxy
    rcases x with _ | i <;> rcases y with _ | j
    · rfl
    · exact absurd hxy (hne j)
    · exact absurd hxy.symm (hne i)
    · have hij : level N ((i : ℕ) + 1) = level N ((j : ℕ) + 1) := hxy
      rcases lt_trichotomy (i : ℕ) (j : ℕ) with h | h | h
      · exact absurd hij (level_lt (Nat.succ_lt_succ h) j.isLt).ne
      · exact congrArg some (Fin.ext h)
      · exact absurd hij (level_lt (Nat.succ_lt_succ h) i.isLt).ne'
  have hw : ∀ o, Module.End.HasEigenvector (Matrix.mulVecLin (pathH N)) (μ o) (w o) := by
    intro o
    rcases o with _ | i
    · exact ⟨Module.End.mem_eigenspace_iff.2 hE, hv⟩
    · have h := orbital_isOrbital (N := N) (k := (i : ℕ) + 1) (by omega) i.isLt
      exact ⟨Module.End.mem_eigenspace_iff.2 h.2, h.1⟩
  have hli := Module.End.eigenvectors_linearIndependent' _ μ hμ w hw
  have hcard := hli.fintype_card_le_finrank
  simp at hcard
```

**Q:** And the sign at the far end?

**A:** The proof extends the eigenvector by zero and runs an induction on two consecutive amplitudes. It keeps the formula multiplied by $\sin\theta_k$, and cancels that factor only at the end.

```lean
/-- For `1 ≤ k ≤ N`, an orbital of the `k`-th level has a nonzero amplitude on the first site
`a`, and its amplitude on the last site `b` is `(-1)^(k+1)` times that. -/
theorem end_amplitudes {N k : ℕ} (h1 : 1 ≤ k) (hk : k ≤ N) {v : Fin N → ℝ}
    (hv : IsOrbital N k v) {a b : Fin N} (ha : (a : ℕ) = 0) (hb : (b : ℕ) + 1 = N) :
    v a ≠ 0 ∧ v b = (-1) ^ (k + 1) * v a := by
  obtain ⟨hv0, hE⟩ := hv
  have hs := (angle_bounds h1 hk).2
  -- continue the amplitudes by zero outside the chain
  obtain ⟨ψ, h0, hN, hψ⟩ : ∃ ψ : ℕ → ℝ, ψ 0 = 0 ∧ ψ (N + 1) = 0 ∧
      ∀ j : Fin N, ψ ((j : ℕ) + 1) = v j := by
    refine ⟨fun j => if h : 1 ≤ j ∧ j ≤ N then v ⟨j - 1, by omega⟩ else 0,
      by simp, by simp, fun j => ?_⟩
    have hj : 1 ≤ (j : ℕ) + 1 ∧ (j : ℕ) + 1 ≤ N := ⟨by omega, j.isLt⟩
    exact (dif_pos hj).trans (congrArg v (Fin.ext (by simp)))
  have hfun : (fun j : Fin N => ψ ((j : ℕ) + 1)) = v := funext hψ
  have hrec : ∀ j, j < N → level N k * ψ (j + 1) = -(ψ j + ψ (j + 2)) := by
    intro j hj
    have h := path_mulVec N ψ h0 hN ⟨j, hj⟩
    rw [hfun, hE] at h
    have hj' : ψ (j + 1) = v ⟨j, hj⟩ := hψ ⟨j, hj⟩
    rw [hj']
    exact h
  -- the recurrence fixes all amplitudes by the first one
  have hsol : ∀ j, j ≤ N →
      ψ j * Real.sin (angle N k) = ψ 1 * Real.sin ((j : ℝ) * angle N k) ∧
      ψ (j + 1) * Real.sin (angle N k) = ψ 1 * Real.sin (((j : ℝ) + 1) * angle N k) := by
    intro j
    induction j with
    | zero => intro _; simp [h0]
    | succ j ih =>
      intro hj
      obtain ⟨ih1, ih2⟩ := ih (by omega)
      have hr := hrec j (by omega)
      unfold level at hr
      refine ⟨by push_cast; exact ih2, ?_⟩
      have e1 : Real.sin (((j : ℝ) + 1 + 1) * angle N k) =
          2 * Real.cos (angle N k) * Real.sin (((j : ℝ) + 1) * angle N k)
            - Real.sin ((j : ℝ) * angle N k) := by
        rw [show ((j : ℝ) + 1 + 1) * angle N k = ((j : ℝ) + 1) * angle N k + angle N k by ring,
          show (j : ℝ) * angle N k = ((j : ℝ) + 1) * angle N k - angle N k by ring,
          Real.sin_add, Real.sin_sub]
        ring
      push_cast
      rw [e1]
      linear_combination Real.sin (angle N k) * hr
        + 2 * Real.cos (angle N k) * ih2 - ih1
  have hva : ψ 1 = v a := by
    have h := hψ a
    rwa [ha] at h
  have hvb : ψ N = v b := by
    have h := hψ b
    rwa [hb] at h
  constructor
  · intro hz
    apply hv0
    ext j
    have h := (hsol j j.isLt.le).2
    rw [hva, hz, zero_mul, hψ j] at h
    exact (mul_eq_zero.1 h).resolve_right hs.ne'
  · have h := (hsol N le_rfl).1
    have e : (N : ℝ) * angle N k = k * Real.pi - angle N k := by
      unfold angle
      field_simp
      ring
    rw [e, Real.sin_sub, Real.sin_nat_mul_pi, Real.cos_nat_mul_pi, hva, hvb] at h
    apply mul_right_cancel₀ hs.ne'
    rw [h]
    ring
```

The double sum for $W$ then collapses to two end products, and inserting the end signs gives the bracket.

```lean
/-- The matrix element of the coupling is `g` times the product of the amplitudes on the first
sites `a`, `c` plus `h` times the product of those on the last sites `b`, `d`. -/
theorem coupling_element {N M : ℕ} (g h : ℝ) (u : Fin N → ℝ) (v : Fin M → ℝ)
    {a b : Fin N} {c d : Fin M} (ha : (a : ℕ) = 0) (hb : (b : ℕ) + 1 = N)
    (hc : (c : ℕ) = 0) (hd : (d : ℕ) + 1 = M) :
    u ⬝ᵥ (coupling N M g h *ᵥ v) = g * (u a * v c) + h * (u b * v d) := by
  have hW : ∀ i, (coupling N M g h *ᵥ v) i =
      (if i = a then g * v c else 0) + (if i = b then h * v d else 0) := by
    intro i
    have hterm : ∀ j, coupling N M g h i j * v j =
        (if j = c then (if i = a then g * v c else 0) else 0) +
        (if j = d then (if i = b then h * v d else 0) else 0) := by
      intro j
      have e1 : (i : ℕ) = 0 ↔ i = a := by rw [Fin.ext_iff, ha]
      have e2 : (j : ℕ) = 0 ↔ j = c := by rw [Fin.ext_iff, hc]
      have e3 : (i : ℕ) + 1 = N ↔ i = b := by rw [Fin.ext_iff]; omega
      have e4 : (j : ℕ) + 1 = M ↔ j = d := by rw [Fin.ext_iff]; omega
      simp only [coupling, Matrix.of_apply, e1, e2, e3, e4, add_mul]
      congr 1
      · by_cases hi : i = a <;> by_cases hj : j = c <;> simp [hi, hj]
      · by_cases hi : i = b <;> by_cases hj : j = d <;> simp [hi, hj]
    change ∑ j, coupling N M g h i j * v j = _
    simp only [hterm, Finset.sum_add_distrib, Finset.sum_ite_eq', Finset.mem_univ, if_true]
  simp only [dotProduct, hW, mul_add, mul_ite, mul_zero, Finset.sum_add_distrib,
    Finset.sum_ite_eq', Finset.mem_univ, if_true]
  ring

/-- For `m, n ≥ 1`, the HOMO-LUMO matrix element is the product of the amplitudes on the first
sites `a`, `c` times `g - (-1)^(m+n) h`. -/
theorem frontier_element {m n : ℕ} (hm : 1 ≤ m) (hn : 1 ≤ n) (g h : ℝ)
    {u : Fin (2 * m) → ℝ} {v : Fin (2 * n) → ℝ} (hu : IsHOMO m u) (hv : IsLUMO n v)
    {a : Fin (2 * m)} {c : Fin (2 * n)} (ha : (a : ℕ) = 0) (hc : (c : ℕ) = 0) :
    u ⬝ᵥ (coupling (2 * m) (2 * n) g h *ᵥ v) = u a * v c * (g - (-1) ^ (m + n) * h) := by
  have hb : ((⟨2 * m - 1, by omega⟩ : Fin (2 * m)) : ℕ) + 1 = 2 * m := by
    change 2 * m - 1 + 1 = 2 * m
    omega
  have hd : ((⟨2 * n - 1, by omega⟩ : Fin (2 * n)) : ℕ) + 1 = 2 * n := by
    change 2 * n - 1 + 1 = 2 * n
    omega
  rw [coupling_element g h u v ha hb hc hd,
    (end_amplitudes hm (by omega) hu ha hb).2,
    (end_amplitudes (by omega) (by omega) hv hc hd).2]
  ring
```

**Q:** Leaving only parity?

**A:** Yes. `Nat.even_or_odd` splits the cases: either the bracket vanishes, or it equals $2g$ and the matrix element is $2g$ times two nonzero first amplitudes.

```lean
/-- For `m, n ≥ 1` and equal nonzero couplings at both pairs of ends, the matrix element between a
HOMO of the chain of `2m` sites and a LUMO of the chain of `2n` sites is nonzero exactly when
`m + n` is odd. -/
theorem suprafacial_rule {m n : ℕ} (hm : 1 ≤ m) (hn : 1 ≤ n) {g : ℝ} (hg : g ≠ 0)
    {u : Fin (2 * m) → ℝ} {v : Fin (2 * n) → ℝ} (hu : IsHOMO m u) (hv : IsLUMO n v) :
    u ⬝ᵥ (coupling (2 * m) (2 * n) g g *ᵥ v) ≠ 0 ↔ Odd (m + n) := by
  have hua := (end_amplitudes hm (by omega) hu (a := ⟨0, by omega⟩)
    (b := ⟨2 * m - 1, by omega⟩) rfl (Nat.sub_add_cancel (by omega))).1
  have hvc := (end_amplitudes (by omega) (by omega) hv (a := ⟨0, by omega⟩)
    (b := ⟨2 * n - 1, by omega⟩) rfl (Nat.sub_add_cancel (by omega))).1
  rw [frontier_element hm hn g g hu hv (a := ⟨0, by omega⟩) (c := ⟨0, by omega⟩) rfl rfl]
  rcases Nat.even_or_odd (m + n) with he | ho
  · rw [he.neg_one_pow]
    exact iff_of_false (by simp) (Nat.not_odd_iff_even.2 he)
  · rw [ho.neg_one_pow]
    refine iff_of_true (mul_ne_zero (mul_ne_zero hua hvc) fun hz => hg ?_) ho
    linarith
```

With $-g$ at the last sites, the same split gives the opposite answer.

```lean
/-- For `m, n ≥ 1` and nonzero couplings `g` between the first sites and `-g` between the last
sites, the matrix element between a HOMO of the chain of `2m` sites and a LUMO of the chain of `2n`
sites is nonzero exactly when `m + n` is even. -/
theorem antarafacial_rule {m n : ℕ} (hm : 1 ≤ m) (hn : 1 ≤ n) {g : ℝ} (hg : g ≠ 0)
    {u : Fin (2 * m) → ℝ} {v : Fin (2 * n) → ℝ} (hu : IsHOMO m u) (hv : IsLUMO n v) :
    u ⬝ᵥ (coupling (2 * m) (2 * n) g (-g) *ᵥ v) ≠ 0 ↔ Even (m + n) := by
  -- `hs` restates the equal-coupling case for comparison; the case split below does not use it
  have hs := suprafacial_rule hm hn hg hu hv
  have ha : ((⟨0, by omega⟩ : Fin (2 * m)) : ℕ) = 0 := rfl
  have hc : ((⟨0, by omega⟩ : Fin (2 * n)) : ℕ) = 0 := rfl
  rw [frontier_element hm hn g g hu hv ha hc] at hs
  rw [frontier_element hm hn g (-g) hu hv ha hc]
  rcases Nat.even_or_odd (m + n) with he | ho
  · have hua := (end_amplitudes hm (by omega) hu ha
      (b := ⟨2 * m - 1, by omega⟩) (Nat.sub_add_cancel (by omega))).1
    have hvc := (end_amplitudes (by omega) (by omega) hv hc
      (b := ⟨2 * n - 1, by omega⟩) (Nat.sub_add_cancel (by omega))).1
    rw [he.neg_one_pow]
    refine iff_of_true (mul_ne_zero (mul_ne_zero hua hvc) fun hz => hg ?_) he
    linarith
  · rw [ho.neg_one_pow]
    exact iff_of_false (by simp) (Nat.not_even_iff_odd.2 ho)

end

end CycloadditionRule
```

```lean
#print axioms CycloadditionRule.eigenvalue_is_level
#print axioms CycloadditionRule.suprafacial_rule
#print axioms CycloadditionRule.antarafacial_rule
```

```
'CycloadditionRule.eigenvalue_is_level' depends on axioms: [propext, Classical.choice, Quot.sound]
'CycloadditionRule.suprafacial_rule' depends on axioms: [propext, Classical.choice, Quot.sound]
'CycloadditionRule.antarafacial_rule' depends on axioms: [propext, Classical.choice, Quot.sound]
```
